# The integral of (1 − t)eˣᵗ over the unit interval for nonzero real x

The lemma evaluates the integral of (1 − t)eˣᵗ from t = 0 to t = 1 as (eˣ − 1 − x)/x², for any real x other than zero. Physically, one may read t as a dimensionless time and x as a real growth or decay rate, with the exponential weighted by the time remaining; the statement itself involves no Hamiltonian or quantum state. The attempt proposes the antiderivative (1 − t)eˣᵗ/x + eˣᵗ/x², checks its derivative, and applies the fundamental theorem of calculus. What then remains is to show that the difference of the endpoint values equals the stated closed form.

An attempt in Lean 4 with a fault in it:

```lean
import Mathlib

open Real Filter Topology

namespace IntegralOneSubMulExp

noncomputable section

/-- For `x ≠ 0`, `∫₀¹ (1 - t) exp(x t) dt = (exp(x) - 1 - x) / x²`. -/
theorem integral_one_sub_mul_exp {x : ℝ} (hx : x ≠ 0) :
    ∫ t in (0 : ℝ)..1, (1 - t) * exp (x * t) = (exp x - 1 - x) / x ^ 2 := by
  have hr : x * x⁻¹ = 1 := mul_inv_cancel₀ hx
  have hd : ∀ t : ℝ, HasDerivAt
      (fun u : ℝ => (1 - u) * exp (x * u) / x + exp (x * u) / x ^ 2)
      ((1 - t) * exp (x * t)) t := by
    intro t
    have hl : HasDerivAt (fun u : ℝ => exp (x * u)) (exp (x * t) * x) t :=
      ((hasDerivAt_id' t).const_mul x).exp.congr_deriv (by ring)
    have h1 : HasDerivAt (fun u : ℝ => 1 - u) (-1) t := (hasDerivAt_id' t).const_sub 1
    refine (((h1.fun_mul hl).div_const x).fun_add (hl.div_const (x ^ 2))).congr_deriv ?_
    linear_combination ((1 - t) * exp (x * t) + exp (x * t) * x⁻¹) * hr
  have hc : Continuous fun t : ℝ => (1 - t) * exp (x * t) := by fun_prop
  have h := intervalIntegral.integral_eq_sub_of_hasDerivAt (fun t _ => hd t)
    (hc.intervalIntegrable 0 1)
  simp only [mul_one, mul_zero, exp_zero] at h
  rw [h]
  linear_combination (-x⁻¹) * hr

end

end IntegralOneSubMulExp
```

Lean reports:

```
Main.lean:27:2: error: ring failed, ring expressions not equal
x : ℝ
hx : x ≠ 0
hr : x * x⁻¹ = 1
hd : ∀ (t : ℝ), HasDerivAt (fun u => (1 - u) * rexp (x * u) / x + rexp (x * u) / x ^ 2) ((1 - t) * rexp (x * t)) t
hc : Continuous fun t => (1 - t) * rexp (x * t)
h : ∫ (y : ℝ) in 0..1, (1 - y) * rexp (x * y) = (1 - 1) * rexp x / x + rexp x / x ^ 2 - ((1 - 0) / x + 1 / x ^ 2)
⊢ x * x⁻¹ ^ 2 * 2 - x⁻¹ * 2 = 0
```

What went wrong. The error is a wrong sign in the last line. After `rw [h]`, the left side of the goal minus the right side simplifies to x·x⁻² − x⁻¹, which is x⁻¹ times (x·x⁻¹ − 1). Since `hr` says that x·x⁻¹ = 1, the goal is `hr` multiplied by x⁻¹.

`linear_combination` subtracts the proposed multiple of `hr` from the goal and asks `ring` to confirm that nothing is left. With the coefficient `-x⁻¹`, the subtraction doubles the difference instead of cancelling it, hence the factors of 2 in the reported `x * x⁻¹ ^ 2 * 2 - x⁻¹ * 2 = 0`. That equation is true for nonzero x, but `ring` does not use the hypothesis `hx`, and so cannot cancel x against its inverse.

The repair changes the coefficient to `x⁻¹`. The two sides then cancel identically, and `ring` closes the goal.

Lean accepts the file once it reads:

```diff
@@ -25,5 +25,5 @@
   simp only [mul_one, mul_zero, exp_zero] at h
   rw [h]
-  linear_combination (-x⁻¹) * hr
+  linear_combination x⁻¹ * hr
 
 end
```
